# An Ising ring of n unit-strength bonds, an odd number of them antiferromagnetic, has energy at least 2 − n

The theorem `ringEnergy_ge` concerns a finite closed ring of n ≥ 1 classical spins, each ±1, with nearest-neighbour couplings of unit strength and no external field. The energy is the sum of neighbouring spin products over the antiferromagnetic bonds `F` minus their sum over the other bonds. If `F` has an odd number of elements, this energy is at least 2 − n in every spin configuration. The proof takes a bond `k` that is unsatisfied and writes the energy as a sum of −1 for each satisfied bond and 1 for each unsatisfied one. Adding 1 to every term makes them all non-negative, so the total, energy plus n, is at least the term at `k`, which is 2.

This version doesn't compile in Lean 4 with Mathlib:

```lean
import Mathlib

open Finset

namespace FrustratedRing

noncomputable section

variable {n : ℕ} [NeZero n]

/-- The product of the two neighbouring spins joined by bond `i` of the ring. -/
def bond (s : ZMod n → ℤˣ) (i : ZMod n) : ℤˣ := s i * s (i + 1)

/-- The bond product as a real number. -/
def bondValue (s : ZMod n → ℤˣ) (i : ZMod n) : ℝ := ((bond s i : ℤ) : ℝ)

/-- The bond product favoured by the coupling: `-1` on the antiferromagnetic bonds `F`,
`1` on the ferromagnetic ones. -/
def preferred (F : Finset (ZMod n)) (i : ZMod n) : ℤˣ := if i ∈ F then -1 else 1

/-- The sum of the bond quantities `c` over `F` minus their sum over the remaining bonds: when `c`
gives the bond products of a spin configuration, its energy on a ring with unit couplings,
antiferromagnetic exactly on `F`. -/
def ringEnergy (F : Finset (ZMod n)) (c : ZMod n → ℝ) : ℝ :=
  ∑ i ∈ F, c i - ∑ i ∈ Fᶜ, c i

/-- The bond products around a closed ring multiply to one. -/
theorem prod_bond (s : ZMod n → ℤˣ) : ∏ i, bond s i = 1 := by
  have hshift : ∏ i, s (i + 1) = ∏ i, s i := Equiv.prod_comp (Equiv.addRight (1 : ZMod n)) s
  simp only [bond]
  rw [Finset.prod_mul_distrib, hshift, Int.units_mul_self]

/-- The favoured bond products multiply to `-1` raised to the number of
antiferromagnetic bonds. -/
theorem prod_preferred (F : Finset (ZMod n)) : ∏ i, preferred F i = (-1) ^ F.card := by
  simp only [preferred]
  rw [Finset.prod_ite_mem, Finset.univ_inter, Finset.prod_const]

/-- With an odd number of antiferromagnetic bonds, every spin configuration leaves
some bond unsatisfied. -/
theorem exists_unsatisfied (F : Finset (ZMod n)) (hF : Odd F.card) (s : ZMod n → ℤˣ) :
    ∃ k, bond s k ≠ preferred F k := by
  by_contra h
  have hall : ∀ i, bond s i = preferred F i := fun i => by
    by_contra hi
    exact h ⟨i, hi⟩
  have hp : ∏ i, bond s i = ∏ i, preferred F i := Finset.prod_congr rfl (fun i _ => hall i)
  rw [prod_bond, prod_preferred, hF.neg_one_pow] at hp
  exact absurd hp (by decide)

/-- Each satisfied bond contributes `-1` to the energy and each unsatisfied bond `1`. -/
theorem ringEnergy_eq_count (F : Finset (ZMod n)) (s : ZMod n → ℤˣ) :
    ringEnergy F (bondValue s) = ∑ i, (if bond s i = preferred F i then (-1 : ℝ) else 1) := by
  have hne : (1 : ℤˣ) ≠ -1 := by decide
  have h1 : ∑ i ∈ F, (if bond s i = preferred F i then (-1 : ℝ) else 1)
      = ∑ i ∈ F, bondValue s i := by
    refine Finset.sum_congr rfl (fun i hi => ?_)
    rcases Int.units_eq_one_or (bond s i) with h | h <;>
      simp [preferred, bondValue, h, hi, hne]
  have h2 : ∑ i ∈ Fᶜ, (if bond s i = preferred F i then (-1 : ℝ) else 1)
      = -∑ i ∈ Fᶜ, bondValue s i := by
    rw [← Finset.sum_neg_distrib]
    refine Finset.sum_congr rfl (fun i hi => ?_)
    have hi' : i ∉ F := Finset.mem_compl.mp hi
    rcases Int.units_eq_one_or (bond s i) with h | h <;>
      simp [preferred, bondValue, h, hi', hne.symm]
  rw [← Finset.sum_add_sum_compl F, h1, h2, ringEnergy, sub_eq_add_neg]

/-- For an odd set `F` of bonds, the signed sum of bond products is at least `2 - n`
in every spin configuration. -/
theorem ringEnergy_ge (F : Finset (ZMod n)) (hF : Odd F.card) (s : ZMod n → ℤˣ) :
    2 - (n : ℝ) ≤ ringEnergy F (bondValue s) := by
  obtain ⟨k, hk⟩ := exists_unsatisfied F hF s
  rw [ringEnergy_eq_count]
  -- measured from the fully satisfied value, the unsatisfied bond alone costs 2
  have hle := Finset.single_le_sum
    (f := fun i => (if bond s i = preferred F i then (-1 : ℝ) else 1) + 1)
    (fun i _ => by dsimp only; split_ifs <;> norm_num) (Finset.mem_univ k)
  simp only [if_neg hk, Finset.sum_add_distrib, Finset.sum_const, Finset.card_univ,
    ZMod.card, nsmul_eq_mul, mul_one] at hle
  linarith

end

end FrustratedRing
```

The error:

```
Main.lean:78:19: error: `dsimp` made no progress
```

What went wrong. `Finset.single_le_sum` needs a proof that each term of the sum is non-negative. Since `f` is given as a `fun`, one might expect that goal to contain this function applied to `i`, still to be evaluated. The step `dsimp only` was there to carry out such an evaluation and expose the `if`.

The message says that `dsimp` made no progress: the goal was already in evaluated form, with the `if` in plain view, and `dsimp only` found nothing to reduce. Lean treats a `dsimp` call that changes nothing as an error, so the proof failed there although the inequality itself was sound.

The diff deletes that call. `split_ifs` now acts directly on the goal and leaves two cases, `0 ≤ -1 + 1` for a satisfied bond and `0 ≤ 1 + 1` for an unsatisfied one, both of which `norm_num` proves.

Fix (accepted with no message):

```diff
@@ -76,5 +76,5 @@
   have hle := Finset.single_le_sum
     (f := fun i => (if bond s i = preferred F i then (-1 : ℝ) else 1) + 1)
-    (fun i _ => by dsimp only; split_ifs <;> norm_num) (Finset.mem_univ k)
+    (fun i _ => by split_ifs <;> norm_num) (Finset.mem_univ k)
   simp only [if_neg hk, Finset.sum_add_distrib, Finset.sum_const, Finset.card_univ,
     ZMod.card, nsmul_eq_mul, mul_one] at hle
```
